# For Hermitian $A$ and linearly independent $1, A, L$, the Redfield map $-[A, L\rho-\rho L^\dagger]$ is not conditionally completely positive

## From negative probabilities to a sign condition

A Redfield equation can assign negative probabilities to a system entangled with a bystander, and this defect is expressed here as the sign of a quadratic form built from the generator. The system has a finite-dimensional state space and couples to its bath through one Hermitian operator $A$. At second order in the coupling, with $\hbar=1$, the part of the equation due to the bath is

$$R(\rho)=-[A,\,L\rho-\rho L^\dagger],\qquad L=\int_0^\infty C(\tau)\,e^{-iH\tau}Ae^{iH\tau}\,d\tau,$$

where $H$ is the system Hamiltonian and $C$ the bath correlation function.

Let $e_i$ be the basis vectors, $E_{ij}$ the matrix units and $X$ any matrix. The Choi form of $R$ is

$$F_R(X)=\sum_{i,j}\langle Xe_i,\,R(E_{ij})\,Xe_j\rangle .$$

It is the expectation value of $\sum_{ij}E_{ij}\otimes R(E_{ij})$ in the vector $\psi=\sum_i e_i\otimes Xe_i$. The condition $\mathrm{tr}\,X=0$ makes $\psi$ orthogonal to the maximally entangled vector $\Omega=\sum_i e_i\otimes e_i$. Let system and bystander start in the state $\Omega$, up to normalisation, and let the evolution act on the system alone. The outcome $\psi$ then has probability zero at first, so a negative initial rate makes the probability negative.

## What the theorems say

In Lean, `redfield A L` is $R$ and `choiForm R X` is $F_R(X)$; `Xᵀ i` is the $i$-th column of $X$ and `ᴴ` is the adjoint. The index type `n` is any finite type. In the order on complex numbers used here, `0 ≤ z` means that $z$ is real and nonnegative, and `z < 0` that it is real and negative. `CondCompletelyPositive` requires $F_R(X)\ge 0$ for every traceless $X$.

- `redfield_violation`: if $A$ is Hermitian and $1, A, L$ are linearly independent, some traceless $X$ has $F_R(X)<0$.
- `redfield_condCP_iff`: for Hermitian $A$, the map $R$ is conditionally completely positive exactly when $A$ is a multiple of $1$, or $L=\alpha 1+\beta A$ with $\mathrm{Re}\,\beta\ge 0$.
- `short_time_violation`: under the hypotheses of the first theorem, let maps $\Phi_t$ satisfy $\Phi_0(\rho)=\rho$ and have entrywise time derivative $R(\rho)$ at $t=0$. Then one fixed $X$ gives $\mathrm{Re}\,F_{\Phi_t}(X)<0$ at all sufficiently short positive times.

The matrix $L$ is arbitrary in these theorems. Its identification with the bath integral, held constant from $t=0$, is the step to a real system that the hypotheses leave open. If the upper limit of the integral is $t$ instead, $L$ and $R$ vanish at $t=0$ and the short-time theorem does not apply. Sums over several coupling operators are not treated either.

For simulations of a finite system with one coupling operator and constant $L$, the criterion tells from $A$ and $L$ alone whether this positivity condition fails.

## Two overlaps decide the sign

For a map $\rho\mapsto M\rho N$, use $E_{ij}=e_ie_j^\dagger$:

$$\langle Xe_i, ME_{ij}NXe_j\rangle=(X^\dagger M)_{ii}\,(NX)_{jj}.$$

Summing over $i$ and $j$ gives $\mathrm{tr}(X^\dagger M)\,\mathrm{tr}(NX)$. The Redfield map is a sum of four such terms,

$$R(\rho)=A\rho L^\dagger+L\rho A-AL\rho-\rho L^\dagger A .$$

Set $a=\mathrm{tr}(X^\dagger A)$ and $l=\mathrm{tr}(X^\dagger L)$. Then $\mathrm{tr}(L^\dagger X)=\bar l$, and $\mathrm{tr}(AX)=\bar a$ because $A$ is Hermitian. The last two terms carry a factor $\mathrm{tr}\,X$ or $\mathrm{tr}\,X^\dagger$ and vanish for traceless $X$. Hence

$$F_R(X)=a\bar l+l\bar a=2\,\mathrm{Re}(\bar a\,l).$$

If $1,A,L$ are linearly independent, there is a linear functional $f$ on their span with $f(1)=0$, $f(A)=1$, $f(L)=-1$. Extend it to all matrices and define $X$ by $(X^\dagger)_{ji}=f(E_{ij})$. For every matrix $V$,

$$\mathrm{tr}(X^\dagger V)=\sum_{i,j}V_{ij}f(E_{ij})=f(V).$$

So $X$ is traceless, $a=1$, $l=-1$ and $F_R(X)=-2$.

The remaining cases give the criterion. If $A=c1$, then $a=0$ on traceless $X$ and the form vanishes. If $L=\alpha1+\beta A$, then $l=\beta a$ and $F_R(X)=2\,\mathrm{Re}\,\beta\,|a|^2$, which is nonnegative when $\mathrm{Re}\,\beta\ge0$. Conversely, when $A$ is not a multiple of $1$, the matrices $1$ and $A$ are independent, so some traceless $X$ has $a=1$; positivity then forces $\mathrm{Re}\,\beta\ge 0$. If $L$ lies outside the span of $1$ and $A$, all three are independent and the violation applies.

For short times, take the $X$ with $F_R(X)=-2$. The identity map gives $F_{\Phi_0}(X)=\mathrm{tr}(X^\dagger)\,\mathrm{tr}(X)=0$. The form is a finite linear combination of the entries of $\Phi_t(E_{ij})$, so its derivative at zero is $F_R(X)$. Therefore $F_{\Phi_t}(X)/t\to-2$ as $t\to0^+$, and the real part is negative at short times.

## Adding the system Hamiltonian

The same factorisation handles the coherent term $-i[H,\rho]$. It contributes

$$-i\left(\mathrm{tr}(X^\dagger H)\,\mathrm{tr}X-\mathrm{tr}(X^\dagger)\,\mathrm{tr}(HX)\right)=0$$

on traceless $X$, so the criterion is the same for the generator with its Hamiltonian part. This extension is argued here in prose and has no theorem in the code.

## A decaying qubit in numbers

Take $A=\sigma_x$ and $L=E_{21}$, in units of a rate. This is a lowering operator if $e_1$ is the excited state. It idealises a zero-temperature bath: the imaginary parts of the bath integral, which would add an $E_{12}$ term and make the coefficient of $E_{21}$ complex, are dropped. The traceless matrix

$$X=\begin{pmatrix}0&2\\-1&0\end{pmatrix}$$

has $a=2-1=1$ and $l=-1$. Term by term, the pairs $(i,j)=(1,1),(1,2),(2,1),(2,2)$ contribute $2,-2,-2,0$ to the form, with sum $-2$. Since $\|\Omega\|^2=2$ and $\|\psi\|^2=\mathrm{tr}(X^\dagger X)=5$, the probability for normalised vectors starts at zero with slope $-2/10=-0.2$.

## The Lean file and its proof

```lean
import Mathlib

open Matrix Filter Topology
open scoped ComplexOrder

namespace RedfieldConditionalPositivity

variable {n : Type*} [Fintype n] [DecidableEq n]

/-- The Redfield map `R(ρ) = -[A, L ρ - ρ L†]` with coupling operator `A` and
bath-dressed operator `L`. -/
def redfield (A L ρ : Matrix n n ℂ) : Matrix n n ℂ :=
  -(A * (L * ρ - ρ * Lᴴ) - (L * ρ - ρ * Lᴴ) * A)

/-- The Choi form `∑ᵢⱼ ⟨X eᵢ, R(Eᵢⱼ) X eⱼ⟩` of a map `R` on matrices; `X eᵢ` is the
`i`-th column of `X`. -/
def choiForm (R : Matrix n n ℂ → Matrix n n ℂ) (X : Matrix n n ℂ) : ℂ :=
  ∑ i, ∑ j, star (Xᵀ i) ⬝ᵥ (R (Matrix.single i j (1 : ℂ)) *ᵥ Xᵀ j)

/-- Conditional complete positivity: the Choi form is real and nonnegative on all
traceless matrices. -/
def CondCompletelyPositive (R : Matrix n n ℂ → Matrix n n ℂ) : Prop :=
  ∀ X : Matrix n n ℂ, trace X = 0 → 0 ≤ choiForm R X

/-- The Choi form of `ρ ↦ M ρ N` factorises into the two traces `tr(X† M)` and `tr(N X)`. -/
theorem choiForm_sandwich (M N X : Matrix n n ℂ) :
    choiForm (fun ρ => M * ρ * N) X = trace (Xᴴ * M) * trace (N * X) := by
  have entry : ∀ (B : Matrix n n ℂ) (i j : n),
      star (Xᵀ i) ⬝ᵥ (B *ᵥ Xᵀ j) = (Xᴴ * (B * X)) i j := by
    intro B i j
    simp only [dotProduct, Matrix.mulVec, Matrix.mul_apply, Matrix.conjTranspose_apply,
      Matrix.transpose_apply, Pi.star_apply]
  -- a matrix unit picks out one entry of each factor
  have pick : ∀ (P Q : Matrix n n ℂ) (i j : n),
      (P * Matrix.single i j (1 : ℂ) * Q) i j = P i i * Q j j := by
    intro P Q i j
    simp [Matrix.mul_apply, Matrix.single, ite_and]
  have key : ∀ i j : n, star (Xᵀ i) ⬝ᵥ ((M * Matrix.single i j (1 : ℂ) * N) *ᵥ Xᵀ j)
      = (Xᴴ * M) i i * (N * X) j j := by
    intro i j
    rw [entry, ← pick]
    simp only [Matrix.mul_assoc]
  simp only [choiForm, key, Matrix.trace, Matrix.diag_apply]
  rw [Finset.sum_mul_sum]

/-- For Hermitian `A` and traceless `X`, the Choi form of the Redfield map is twice the real
part of `conj(tr(X† A)) tr(X† L)`. -/
theorem choiForm_redfield {A : Matrix n n ℂ} (hA : A.IsHermitian) (L : Matrix n n ℂ)
    {X : Matrix n n ℂ} (hX : trace X = 0) :
    choiForm (redfield A L) X
      = ((2 * (star (trace (Xᴴ * A)) * trace (Xᴴ * L)).re : ℝ) : ℂ) := by
  have h : ∀ ρ, redfield A L ρ
      = A * ρ * Lᴴ + L * ρ * A - A * L * ρ * 1 - 1 * ρ * (Lᴴ * A) := by
    intro ρ
    unfold redfield
    noncomm_ring
  have split : choiForm (redfield A L) X
      = choiForm (fun ρ => A * ρ * Lᴴ) X + choiForm (fun ρ => L * ρ * A) X
        - choiForm (fun ρ => A * L * ρ * 1) X - choiForm (fun ρ => 1 * ρ * (Lᴴ * A)) X := by
    simp only [choiForm, h, Matrix.add_mulVec, Matrix.sub_mulVec, dotProduct_add,
      dotProduct_sub, Finset.sum_add_distrib, Finset.sum_sub_distrib]
  have hl : trace (Lᴴ * X) = star (trace (Xᴴ * L)) := by
    rw [← Matrix.trace_conjTranspose, Matrix.conjTranspose_mul,
      Matrix.conjTranspose_conjTranspose]
  have ha : trace (A * X) = star (trace (Xᴴ * A)) := by
    rw [← Matrix.trace_conjTranspose, Matrix.conjTranspose_mul,
      Matrix.conjTranspose_conjTranspose, hA.eq]
  -- the one-sided terms carry a factor `tr X` or `tr X†` and drop out
  have h1 : trace (Xᴴ * 1) = 0 := by
    rw [mul_one, Matrix.trace_conjTranspose, hX, star_zero]
  rw [split, choiForm_sandwich, choiForm_sandwich, choiForm_sandwich, choiForm_sandwich,
    hl, ha, h1, one_mul, hX]
  generalize trace (Xᴴ * A) = a
  generalize trace (Xᴴ * L) = l
  apply Complex.ext
  · simp
    ring
  · simp
    ring

/-- A matrix `X` can be found with any prescribed overlaps `tr(X† vₖ)` with linearly
independent matrices `vₖ`. -/
theorem exists_overlaps {ι : Type*} {v : ι → Matrix n n ℂ} (hv : LinearIndependent ℂ v)
    (c : ι → ℂ) : ∃ X : Matrix n n ℂ, ∀ k, trace (Xᴴ * v k) = c k := by
  -- extend the functional `vₖ ↦ cₖ` to all matrices, then write it as a trace
  obtain ⟨f, hf⟩ := LinearMap.exists_extend ((Finsupp.linearCombination ℂ c).comp hv.repr)
  have hfv : ∀ k, f (v k) = c k := by
    intro k
    have h := LinearMap.congr_fun hf ⟨v k, Submodule.subset_span ⟨k, rfl⟩⟩
    rw [LinearMap.comp_apply, LinearMap.comp_apply, hv.repr_eq_single k _ rfl,
      Finsupp.linearCombination_single, one_smul] at h
    exact h
  refine ⟨(Matrix.of fun j i => f (Matrix.single i j (1 : ℂ)))ᴴ, fun k => ?_⟩
  have expand : f (v k) = ∑ i, ∑ j, v k i j * f (Matrix.single i j (1 : ℂ)) := by
    conv_lhs => rw [Matrix.matrix_eq_sum_single (v k)]
    simp only [map_sum]
    refine Finset.sum_congr rfl fun i _ => Finset.sum_congr rfl fun j _ => ?_
    rw [← smul_eq_mul, ← map_smul, Matrix.smul_single, smul_eq_mul, mul_one]
  rw [Matrix.conjTranspose_conjTranspose, ← hfv k, expand, Finset.sum_comm]
  simp only [Matrix.trace, Matrix.diag_apply, Matrix.mul_apply, Matrix.of_apply]
  exact Finset.sum_congr rfl fun j _ => Finset.sum_congr rfl fun i _ => mul_comm _ _

/-- If `A` is Hermitian and `1, A, L` are linearly independent, some traceless `X` gives the
Redfield map a real and negative Choi form. -/
theorem redfield_violation {A L : Matrix n n ℂ} (hA : A.IsHermitian)
    (hI : LinearIndependent ℂ ![1, A, L]) :
    ∃ X : Matrix n n ℂ, trace X = 0 ∧ choiForm (redfield A L) X < 0 := by
  obtain ⟨X, hX⟩ := exists_overlaps hI ![0, 1, -1]
  have h0 : trace (Xᴴ * 1) = 0 := hX 0
  have h1 : trace (Xᴴ * A) = 1 := hX 1
  have h2 : trace (Xᴴ * L) = -1 := hX 2
  rw [mul_one, Matrix.trace_conjTranspose, star_eq_zero] at h0
  refine ⟨X, h0, ?_⟩
  rw [choiForm_redfield hA L h0, h1, h2]
  exact Complex.lt_def.2 ⟨by simp, by simp⟩

/-- For Hermitian `A`, the Redfield map is conditionally completely positive exactly when `A` is
a multiple of the identity or `L = α 1 + β A` with `Re β ≥ 0`. -/
theorem redfield_condCP_iff {A : Matrix n n ℂ} (hA : A.IsHermitian) (L : Matrix n n ℂ) :
    CondCompletelyPositive (redfield A L) ↔
      (∃ c : ℂ, A = c • (1 : Matrix n n ℂ)) ∨
        ∃ α β : ℂ, L = α • (1 : Matrix n n ℂ) + β • A ∧ 0 ≤ β.re := by
  have overlap : ∀ (α β : ℂ) (X : Matrix n n ℂ), trace X = 0 →
      trace (Xᴴ * (α • (1 : Matrix n n ℂ) + β • A)) = β * trace (Xᴴ * A) := by
    intro α β X hX
    simp [Matrix.mul_add, Matrix.trace_conjTranspose, hX]
  constructor
  · intro hR
    by_cases hs : ∃ c : ℂ, A = c • (1 : Matrix n n ℂ)
    · exact Or.inl hs
    right
    -- `1` and `A` are independent because `A` is not scalar
    have hp : ∀ s t : ℂ, s • (1 : Matrix n n ℂ) + t • A = 0 → s = 0 ∧ t = 0 := by
      intro s t h
      have ht : t = 0 := by
        by_contra ht
        have e : A = t⁻¹ • (t • A) := by rw [smul_smul, inv_mul_cancel₀ ht, one_smul]
        refine hs ⟨-(t⁻¹ * s), ?_⟩
        rw [e, eq_neg_of_add_eq_zero_right h, smul_neg, smul_smul, neg_smul]
      refine ⟨?_, ht⟩
      rw [ht, zero_smul, add_zero] at h
      by_contra hs0
      have h1 : (1 : Matrix n n ℂ) = 0 := by
        calc (1 : Matrix n n ℂ) = s⁻¹ • (s • (1 : Matrix n n ℂ)) := by
              rw [smul_smul, inv_mul_cancel₀ hs0, one_smul]
          _ = 0 := by rw [h, smul_zero]
      exact hs ⟨0, by rw [zero_smul, ← mul_one A, h1, mul_zero]⟩
    by_cases hL : ∃ α β : ℂ, L = α • (1 : Matrix n n ℂ) + β • A
    · obtain ⟨α, β, hL⟩ := hL
      refine ⟨α, β, hL, ?_⟩
      obtain ⟨X, hX⟩ := exists_overlaps (LinearIndependent.pair_iff.2 hp) ![0, 1]
      have h0 : trace (Xᴴ * 1) = 0 := hX 0
      have h1 : trace (Xᴴ * A) = 1 := hX 1
      rw [mul_one, Matrix.trace_conjTranspose, star_eq_zero] at h0
      have h := hR X h0
      rw [choiForm_redfield hA L h0, hL, overlap α β X h0, h1] at h
      simpa using (Complex.le_def.1 h).1
    · -- otherwise `1, A, L` are independent and the violation applies
      exfalso
      have hI : LinearIndependent ℂ ![1, A, L] := by
        refine Fintype.linearIndependent_iff.2 fun g hg => ?_
        rw [Fin.sum_univ_three] at hg
        have hg' : g 0 • (1 : Matrix n n ℂ) + g 1 • A + g 2 • L = 0 := hg
        have h2 : g 2 = 0 := by
          by_contra h2
          have e : L = (g 2)⁻¹ • (g 2 • L) := by
            rw [smul_smul, inv_mul_cancel₀ h2, one_smul]
          refine hL ⟨-((g 2)⁻¹ * g 0), -((g 2)⁻¹ * g 1), ?_⟩
          rw [e, eq_neg_of_add_eq_zero_right hg']
          module
        rw [h2, zero_smul, add_zero] at hg'
        have h01 := hp _ _ hg'
        intro i
        fin_cases i
        exacts [h01.1, h01.2, h2]
      obtain ⟨X, h0, hneg⟩ := redfield_violation hA hI
      exact not_le_of_gt hneg (hR X h0)
  · rintro (⟨c, hc⟩ | ⟨α, β, hL, hβ⟩) X hX
    · have h0 : trace (Xᴴ * A) = 0 := by
        rw [hc]
        simp [Matrix.trace_conjTranspose, hX]
      rw [choiForm_redfield hA L hX, h0]
      simp
    · rw [choiForm_redfield hA L hX, hL, overlap α β X hX]
      generalize trace (Xᴴ * A) = a
      have e : (star a * (β * a)).re = β.re * (a.re ^ 2 + a.im ^ 2) := by
        simp
        ring
      rw [e]
      exact Complex.zero_le_real.2 (by positivity)

/-- Let `A` be Hermitian and `1, A, L` linearly independent. If maps `Φ t` start at the identity
with the Redfield map as initial time derivative, then for some fixed `X` the Choi form of `Φ t`
has negative real part at all sufficiently short positive times. -/
theorem short_time_violation {A L : Matrix n n ℂ} (hA : A.IsHermitian)
    (hI : LinearIndependent ℂ ![1, A, L]) (Φ : ℝ → Matrix n n ℂ → Matrix n n ℂ)
    (h0 : ∀ ρ, Φ 0 ρ = ρ)
    (hΦ : ∀ ρ a b, HasDerivAt (fun t => Φ t ρ a b) (redfield A L ρ a b) 0) :
    ∃ X : Matrix n n ℂ, ∀ᶠ t in 𝓝[>] (0 : ℝ), (choiForm (Φ t) X).re < 0 := by
  obtain ⟨X, hX, hneg⟩ := redfield_violation hA hI
  refine ⟨X, ?_⟩
  have hd : HasDerivAt (fun t => choiForm (Φ t) X) (choiForm (redfield A L) X) 0 := by
    unfold choiForm
    simp only [dotProduct, Matrix.mulVec]
    exact HasDerivAt.fun_sum fun i _ => HasDerivAt.fun_sum fun j _ =>
      HasDerivAt.fun_sum fun k _ =>
        (HasDerivAt.fun_sum fun l _ => (hΦ _ k l).mul_const _).const_mul _
  -- the identity map has vanishing Choi form on traceless `X`
  have hz : choiForm (Φ 0) X = 0 := by
    have e : Φ 0 = fun ρ => 1 * ρ * 1 := by
      funext ρ
      rw [h0, one_mul, mul_one]
    rw [e, choiForm_sandwich, one_mul, hX, mul_zero]
  have hre := (Complex.continuous_re.tendsto _).comp hd.tendsto_slope_zero_right
  have hneg' : (choiForm (redfield A L) X).re < 0 := (Complex.lt_def.1 hneg).1
  filter_upwards [hre.eventually_lt_const hneg', self_mem_nhdsWithin] with t ht htpos
  have hp : 0 < t := htpos
  simp only [Function.comp_apply, zero_add, hz, sub_zero, Complex.real_smul,
    Complex.re_ofReal_mul] at ht
  by_contra h
  have := mul_nonneg (inv_nonneg.2 hp.le) (not_lt.1 h)
  linarith

/-- For a qubit, `A = σx` is Hermitian, and `1`, `A` and the matrix `L` with zero diagonal and
unequal off-diagonal entries `a ≠ b` are linearly independent. -/
theorem redfield_violation_witness {a b : ℂ} (hab : a ≠ b) :
    (!![0, 1; 1, 0] : Matrix (Fin 2) (Fin 2) ℂ).IsHermitian ∧
      LinearIndependent ℂ
        ![(1 : Matrix (Fin 2) (Fin 2) ℂ), !![0, 1; 1, 0], !![0, a; b, 0]] := by
  constructor
  · ext i j
    fin_cases i <;> fin_cases j <;> simp
  · refine Fintype.linearIndependent_iff.2 fun g hg => ?_
    rw [Fin.sum_univ_three] at hg
    have h00 : g 0 = 0 := by simpa using congrFun (congrFun hg 0) 0
    have h01 : g 1 + g 2 * a = 0 := by simpa using congrFun (congrFun hg 0) 1
    have h10 : g 1 + g 2 * b = 0 := by simpa using congrFun (congrFun hg 1) 0
    have h2 : g 2 = 0 := by
      have h : g 2 * (a - b) = 0 := by linear_combination h01 - h10
      exact (mul_eq_zero.1 h).resolve_right (sub_ne_zero.2 hab)
    have h1 : g 1 = 0 := by
      rw [h2, zero_mul, add_zero] at h01
      exact h01
    intro i
    fin_cases i
    exacts [h00, h1, h2]

end RedfieldConditionalPositivity
```

```lean
#print axioms RedfieldConditionalPositivity.redfield_condCP_iff
-- 'RedfieldConditionalPositivity.redfield_condCP_iff' depends on axioms: [propext, Classical.choice, Quot.sound]
#print axioms RedfieldConditionalPositivity.short_time_violation
-- 'RedfieldConditionalPositivity.short_time_violation' depends on axioms: [propext, Classical.choice, Quot.sound]
```

`choiForm_sandwich` is the factorisation. Its step `entry` turns each inner product into an entry of $X^\dagger BX$, and `pick` evaluates that entry for a matrix unit.

`choiForm_redfield` expands the commutator with `noncomm_ring`. The one-sided terms are written with an explicit factor `1`, so that the same factorisation serves all four. The facts `hl` and `ha` are the conjugation rules for the traces; only `ha` uses that $A$ is Hermitian.

`exists_overlaps` supplies $X$: `LinearMap.exists_extend` extends the functional, and `expand` writes its value as a sum over matrix units. `redfield_violation` applies this with the overlaps `![0, 1, -1]`.

In `redfield_condCP_iff`, `hp` proves that $1$ and $A$ are independent when $A$ is not scalar. A case split on whether $L$ lies in their span then follows the derivation above, and `overlap` is the identity $l=\beta a$.

In `short_time_violation`, `hd` differentiates the finite sums, `hz` gives the zero initial value, and the limit of the difference quotient gives the sign. Finally, `redfield_violation_witness` shows that the hypotheses are met by $\sigma_x$ and any $L$ with zero diagonal and unequal off-diagonal entries, which includes the decaying qubit.
